# Full-rank factorisations of one matrix with equal bond dimension are related by a unique gauge matrix

Cut a finite spin chain into a left and a right block. A pure state of the chain is then a table of amplitudes $M_{ij}$, where $i$ labels basis states of the left block and $j$ those of the right. A tensor-network program stores it as a product $M = AB$, in which the summed index, the bond, carries the correlations between the blocks. Two programs may return the same $M$ with quite different $A$ and $B$. How different can the factors be while their product is still exactly $M$?

If $A$ has a left inverse and $B$ a right inverse, any other factorisation $M = A'B'$ with the same bond dimension has the form $A' = AG$, $B' = G^{-1}B$, for exactly one invertible matrix $G$. For exact full-rank factorisations across a single cut, with the bond dimension fixed, this matrix is the whole ambiguity in the pair $(A, B)$. A matrix product state has several cuts, and such a freedom at each of its bonds.

## Matrices, bonds and full rank

```lean
import Mathlib

open Matrix

namespace BondGaugeFreedom

variable {m n d e : Type*} [Fintype m] [Fintype n] [Fintype d] [DecidableEq d]
  [Fintype e]
```

The finite index sets `m` and `n` label the basis states of the two blocks; `d` and `e` label bond states. I write $D$ and $D'$ for the numbers of elements of `d` and `e`. The type `Matrix m d ℂ` contains the complex matrices with rows labelled by `m` and columns by `d`. Nothing requires the state to be normalised: its squared norm is $\operatorname{tr} MM^\dagger$, and the dagger is written `ᴴ` in Lean.

```lean
/-- The factors `A` and `B` have full rank on their common bond: `A` has a left inverse
and `B` has a right inverse. -/
def IsFullRank (A : Matrix m d ℂ) (B : Matrix d n ℂ) : Prop :=
  (∃ L : Matrix d m ℂ, L * A = 1) ∧ ∃ R : Matrix n d ℂ, B * R = 1
```

`IsFullRank A B` says that there are matrices $L$ and $R$ with

$$LA = 1, \qquad BR = 1.$$

Both identities are $D\times D$. They mean that the columns of $A$ and the rows of $B$ are linearly independent, so that no bond state is redundant. The matrices $L$ and $R$ need not be unique.

## Inserting a gauge matrix

```lean
omit [Fintype m] [Fintype n] in
/-- Inserting an invertible matrix and its inverse on the bond leaves the contracted
matrix unchanged. -/
theorem gauge_invariance (A : Matrix m d ℂ) (B : Matrix d n ℂ) (G : (Matrix d d ℂ)ˣ) :
    (A * (G : Matrix d d ℂ)) *
      (((G⁻¹ : (Matrix d d ℂ)ˣ) : Matrix d d ℂ) * B) = A * B := by
  have hG : (G : Matrix d d ℂ) * ((G⁻¹ : (Matrix d d ℂ)ˣ) : Matrix d d ℂ) = 1 :=
    G.mul_inv
  rw [Matrix.mul_assoc, ← Matrix.mul_assoc (G : Matrix d d ℂ), hG, Matrix.one_mul]
```

The type `(Matrix d d ℂ)ˣ` contains the invertible $D\times D$ matrices. Each element is a package: a matrix, its inverse, and proofs that their product is the identity in both orders. The longer expressions with colons extract the plain matrix from the package.

The theorem is the easy direction:

$$(AG)(G^{-1}B) = A(GG^{-1})B = AB.$$

The proof moves the brackets with `Matrix.mul_assoc`, replaces $GG^{-1}$ by the identity and removes it. No rank condition is needed.

## The overlaps of two factorisations

```lean
/-- For two factorisations of one matrix, possibly with different bonds, the overlaps
`L A'` and `B' R` multiply to the identity on the full-rank bond. -/
theorem overlap_mul_overlap {A : Matrix m d ℂ} {B : Matrix d n ℂ}
    {A' : Matrix m e ℂ} {B' : Matrix e n ℂ} {L : Matrix d m ℂ} {R : Matrix n d ℂ}
    (hL : L * A = 1) (hR : B * R = 1) (hAB : A * B = A' * B') :
    (L * A') * (B' * R) = 1 := by
  calc (L * A') * (B' * R) = L * (A' * B') * R := by simp only [Matrix.mul_assoc]
    _ = L * (A * B) * R := by rw [hAB]
    _ = (L * A) * (B * R) := by simp only [Matrix.mul_assoc]
    _ = 1 := by rw [hL, hR, Matrix.one_mul]
```

Now let $AB = A'B'$, where the second bond may have a different dimension. The left inverse of $A$ applied to $A'$ gives the $D\times D'$ overlap $LA'$; the right inverse of $B$ gives the $D'\times D$ overlap $B'R$. Their product is

$$(LA')(B'R) = L(A'B')R = L(AB)R = (LA)(BR) = 1.$$

The `calc` block has the same four equalities in the same order. Curly brackets in the statement mark arguments that Lean infers for itself; `hL`, `hR` and `hAB` name the three assumed equations.

```lean
/-- A full-rank factorisation has the smallest bond dimension among all factorisations
of the same matrix. -/
theorem bond_dimension_minimal {A : Matrix m d ℂ} {B : Matrix d n ℂ}
    {A' : Matrix m e ℂ} {B' : Matrix e n ℂ}
    (h : IsFullRank A B) (hAB : A * B = A' * B') :
    Fintype.card d ≤ Fintype.card e := by
  obtain ⟨⟨L, hL⟩, ⟨R, hR⟩⟩ := h
  -- the identity on the first bond factors through the second bond
  have h1 := Matrix.rank_mul_le_left (L * A') (B' * R)
  rw [overlap_mul_overlap hL hR hAB, Matrix.rank_one] at h1
  exact h1.trans (Matrix.rank_le_card_width _)
```

The identity on the first bond therefore passes through the second bond, which must be large enough to carry it. Since the rank of a product is at most that of its left factor, and the rank of a matrix is at most its number of columns,

$$D = \operatorname{rank} 1 = \operatorname{rank}\big((LA')(B'R)\big) \le \operatorname{rank}(LA') \le D'.$$

In Lean, `h1` is the first inequality, rewritten with the overlap identity, and `h1.trans` attaches the second. A full-rank factorisation thus has the smallest possible bond dimension for its $M$.

```lean
/-- Any factorisation with the same bond dimension as a full-rank factorisation of the
same matrix is itself of full rank. -/
theorem isFullRank_of_eq {A A' : Matrix m d ℂ} {B B' : Matrix d n ℂ}
    (h : IsFullRank A B) (hAB : A * B = A' * B') : IsFullRank A' B' := by
  obtain ⟨⟨L, hL⟩, ⟨R, hR⟩⟩ := h
  have hHG : (B' * R) * (L * A') = 1 :=
    mul_eq_one_comm.mp (overlap_mul_overlap hL hR hAB)
  refine ⟨⟨B' * R * L, ?_⟩, ⟨R * (L * A'), ?_⟩⟩
  · rw [Matrix.mul_assoc, hHG]
  · rw [← Matrix.mul_assoc, hHG]
```

Here both factorisations use the same index type `d`, which is how the file expresses equal bond dimension. Set $G = LA'$ and $H = B'R$. These are square matrices with $GH = 1$, and hence also $HG = 1$. It follows that

$$(HL)A' = HG = 1, \qquad B'(RG) = HG = 1.$$

So $HL$ is a left inverse of $A'$ and $RG$ a right inverse of $B'$. Full rank has to be assumed for only one of the factorisations; the other inherits it.

## The gauge matrix exists and is unique

```lean
/-- Gauge freedom of the bond: if `A B = A' B'` with equal bond dimensions and `A`, `B`
of full rank, then `A' = A G` and `B' = G⁻¹ B` for exactly one invertible `G`. -/
theorem existsUnique_gauge {A A' : Matrix m d ℂ} {B B' : Matrix d n ℂ}
    (h : IsFullRank A B) (hAB : A * B = A' * B') :
    ∃! G : (Matrix d d ℂ)ˣ,
      A' = A * (G : Matrix d d ℂ) ∧ B' = ((G⁻¹ : (Matrix d d ℂ)ˣ) : Matrix d d ℂ) * B := by
  obtain ⟨⟨L, hL⟩, ⟨R, hR⟩⟩ := h
  -- the two overlaps are square and mutually inverse
  have hGH : (L * A') * (B' * R) = 1 := overlap_mul_overlap hL hR hAB
  have hHG : (B' * R) * (L * A') = 1 := mul_eq_one_comm.mp hGH
  have hA : A' * (B' * R) = A := by
    rw [← Matrix.mul_assoc, ← hAB, Matrix.mul_assoc, hR, Matrix.mul_one]
  have hB : (L * A') * B' = B := by
    rw [Matrix.mul_assoc, ← hAB, ← Matrix.mul_assoc, hL, Matrix.one_mul]
  refine ⟨⟨L * A', B' * R, hGH, hHG⟩, ⟨?_, ?_⟩, ?_⟩
  · change A' = A * (L * A')
    calc A' = A' * ((B' * R) * (L * A')) := by rw [hHG, Matrix.mul_one]
      _ = (A' * (B' * R)) * (L * A') := (Matrix.mul_assoc _ _ _).symm
      _ = A * (L * A') := by rw [hA]
  · change B' = (B' * R) * B
    calc B' = ((B' * R) * (L * A')) * B' := by rw [hHG, Matrix.one_mul]
      _ = (B' * R) * ((L * A') * B') := Matrix.mul_assoc _ _ _
      _ = (B' * R) * B := by rw [hB]
  · -- the left inverse of `A` reads off the gauge matrix
    rintro K ⟨hK, -⟩
    apply Units.ext
    change (K : Matrix d d ℂ) = L * A'
    rw [hK, ← Matrix.mul_assoc, hL, Matrix.one_mul]
```

The symbol `∃!` means "there is exactly one". With $G$ and $H$ as above, the derivation starts from two identities, called `hA` and `hB` in the code:

$$A'H = (A'B')R = (AB)R = A(BR) = A,$$
$$GB' = L(A'B') = L(AB) = (LA)B = B.$$

Since $HG = 1$, they give

$$A' = A'(HG) = (A'H)G = AG,$$
$$B' = (HG)B' = H(GB') = HB = G^{-1}B.$$

For uniqueness, let $K$ be any invertible matrix with $A' = AK$. Multiplying by $L$ gives $LA' = (LA)K = K$, so $K = G$. The equation for $B'$ isn't needed here, and the dash in `rintro K ⟨hK, -⟩` discards it.

The expression `⟨L * A', B' * R, hGH, hHG⟩` assembles the package described earlier: matrix, inverse and both proofs. The first two `change` lines then restate the goals with the matrices written out, and the `calc` blocks follow the displayed equations. Finally, `Units.ext` reduces equality of two packages to equality of their matrices.

### Where equal bond dimension enters

The proof turns on `mul_eq_one_comm`, which says here that for square matrices $XY = 1$ holds exactly when $YX = 1$; the suffix `.mp` selects the direction from left to right. By hand, if $XY = 1$, then $Yv = 0$ implies $v = XYv = 0$. So $Y$ is injective, and an injective linear map from a finite-dimensional space to itself is invertible. Multiplying $XY = 1$ on the right by $Y^{-1}$ gives $X = Y^{-1}$, and therefore $YX = 1$.

The overlap identity supplies only $GH = 1$, whereas the gauge relations use $HG = 1$. If the second bond were larger, $HG$ would be a $D'\times D'$ matrix of rank $D$: a projector, but not the identity. Lean enforces the distinction through the types, since the lemma is applied to two matrices in `Matrix d d ℂ`.

## Isometric factors leave a unitary freedom

```lean
/-- If the left factors of both factorisations are isometries and `B` has a right
inverse, the factorisations differ by a unitary matrix on the bond. -/
theorem exists_unitary_gauge {A A' : Matrix m d ℂ} {B B' : Matrix d n ℂ}
    (hA : Aᴴ * A = 1) (hA' : A'ᴴ * A' = 1) (hB : ∃ R : Matrix n d ℂ, B * R = 1)
    (hAB : A * B = A' * B') :
    ∃ U ∈ Matrix.unitaryGroup d ℂ, A' = A * U ∧ B' = Uᴴ * B := by
  obtain ⟨G, ⟨h1, h2⟩, -⟩ := existsUnique_gauge ⟨⟨Aᴴ, hA⟩, hB⟩ hAB
  have hU : (G : Matrix d d ℂ)ᴴ * (G : Matrix d d ℂ) = 1 := by
    calc (G : Matrix d d ℂ)ᴴ * (G : Matrix d d ℂ)
        = (G : Matrix d d ℂ)ᴴ * ((Aᴴ * A) * (G : Matrix d d ℂ)) := by
          rw [hA, Matrix.one_mul]
      _ = (A * (G : Matrix d d ℂ))ᴴ * (A * (G : Matrix d d ℂ)) := by
          simp only [Matrix.conjTranspose_mul, Matrix.mul_assoc]
      _ = 1 := by rw [← h1, hA']
  have hinv : ((G⁻¹ : (Matrix d d ℂ)ˣ) : Matrix d d ℂ) = (G : Matrix d d ℂ)ᴴ :=
    (eq_comm.mp (left_inv_eq_right_inv hU G.mul_inv))
  exact ⟨G, Matrix.mem_unitaryGroup_iff'.mpr hU, h1, by rw [← hinv]; exact h2⟩
```

Many algorithms keep the left factor isometric, $A^\dagger A = 1$, so that the bond states correspond to orthonormal states of the left block. Then $A^\dagger$ serves as the left inverse, and the previous theorem supplies $G$. If $A'$ is isometric too,

$$G^\dagger G = G^\dagger A^\dagger A G = (AG)^\dagger(AG) = A'^\dagger A' = 1.$$

The matrix $G$ is invertible, so $G^{-1} = G^\dagger$, and $B' = G^\dagger B$. In the code, `hU` is the displayed calculation and `left_inv_eq_right_inv` identifies the two inverses. The statement calls the matrix `U` and places it in `Matrix.unitaryGroup d ℂ`. The right inverse of $B$ is still assumed.

```lean
/-- If the left factors of both factorisations are isometries, the bond matrices `B Bᴴ`
and `B' B'ᴴ` have the same characteristic polynomial. -/
theorem bond_charpoly_eq [DecidableEq m] {A A' : Matrix m d ℂ} {B B' : Matrix d n ℂ}
    (hA : Aᴴ * A = 1) (hA' : A'ᴴ * A' = 1) (hAB : A * B = A' * B') :
    (B * Bᴴ).charpoly = (B' * B'ᴴ).charpoly := by
  -- up to powers of `X`, the polynomial depends only on the contracted matrix
  have key : ∀ (C : Matrix m d ℂ) (E : Matrix d n ℂ), Cᴴ * C = 1 →
      (Polynomial.X : Polynomial ℂ) ^ Fintype.card m * (E * Eᴴ).charpoly =
        Polynomial.X ^ Fintype.card d * ((C * E) * (C * E)ᴴ).charpoly := by
    intro C E hC
    have h := Matrix.charpoly_mul_comm' (E * Eᴴ * Cᴴ) C
    have e1 : E * Eᴴ * Cᴴ * C = E * Eᴴ := by
      rw [Matrix.mul_assoc, hC, Matrix.mul_one]
    have e2 : C * (E * Eᴴ * Cᴴ) = (C * E) * (C * E)ᴴ := by
      simp only [Matrix.conjTranspose_mul, Matrix.mul_assoc]
    rwa [e1, e2] at h
  have h1 := key A B hA
  have h2 := key A' B' hA'
  rw [hAB, ← h2] at h1
  exact mul_left_cancel₀ (pow_ne_zero _ Polynomial.X_ne_zero) h1
```

For isometric left factors, one quantity agrees even when $B$ lacks full rank: the characteristic polynomial of $BB^\dagger$, and with it the eigenvalues counted with multiplicity. Let $C$ be an isometry and $M = CE$. For rectangular matrices $P$ and $Q$ of opposite shapes, $PQ$ and $QP$ have the same characteristic polynomial up to powers of the variable $X$. Take $P = EE^\dagger C^\dagger$ and $Q = C$. Then $PQ = EE^\dagger$ and $QP = CEE^\dagger C^\dagger = MM^\dagger$, so

$$X^{|m|}\,\chi_{EE^\dagger}(X) = X^{D}\,\chi_{MM^\dagger}(X),$$

where $|m|$ is the number of elements of `m` and $\chi$ denotes the characteristic polynomial. The right-hand side depends only on $M$ and $D$. Using this for $(A,B)$ and for $(A',B')$, then cancelling $X^{|m|}$, gives the theorem. The general identity is `key` in the code, and `mul_left_cancel₀` performs the cancellation.

Physically, $MM^\dagger$ is the reduced density matrix of the left block, up to normalisation. For a nonzero state, dividing the eigenvalues of $BB^\dagger$ by $\operatorname{tr} BB^\dagger$ gives the Schmidt weights of the cut, possibly padded with zeros. Both factorisations therefore yield the same entanglement entropy.

## A failure and an example

```lean
/-- The `1 × 1` matrix products `0 * 1` and `1 * 0` agree, but no invertible `G` satisfies both `1 =
0 * G` and `0 = G⁻¹ * 1`. -/
theorem no_gauge_without_full_rank :
    (0 : Matrix (Fin 1) (Fin 1) ℂ) * 1 = 1 * 0 ∧
      ¬ ∃ G : (Matrix (Fin 1) (Fin 1) ℂ)ˣ,
        (1 : Matrix (Fin 1) (Fin 1) ℂ) = 0 * (G : Matrix (Fin 1) (Fin 1) ℂ) ∧
        (0 : Matrix (Fin 1) (Fin 1) ℂ) =
          ((G⁻¹ : (Matrix (Fin 1) (Fin 1) ℂ)ˣ) : Matrix (Fin 1) (Fin 1) ℂ) * 1 := by
  refine ⟨by rw [zero_mul, mul_zero], ?_⟩
  rintro ⟨G, h, -⟩
  rw [zero_mul] at h
  exact one_ne_zero h
```

With all matrices $1\times 1$, the products $0\cdot 1$ and $1\cdot 0$ agree. A gauge matrix would have to satisfy $1 = 0\cdot G$, which is impossible. Here $B = 1$ has a right inverse but $A = 0$ has no left inverse, so the condition on $A$ cannot simply be dropped from the matrix theorem. The common product is zero and so is not a physical state, but the same failure occurs for a normalised one: take $A = B' = \operatorname{diag}(1,0)$ and $B = A' = 1$, all $2\times 2$. Both products are $\operatorname{diag}(1,0)$, yet $A' = AG$ is impossible because $AG$ has rank at most one. The proof rewrites the alleged relation as $1 = 0$ and contradicts it with `one_ne_zero`.

```lean
/-- An explicit full-rank factorisation of a 3 × 3 matrix with bond dimension two,
together with a second factorisation of the same matrix. -/
theorem existsUnique_gauge_witness :
    IsFullRank (!![1, 0; 0, 1; 1, 1] : Matrix (Fin 3) (Fin 2) ℂ)
        (!![1, 0, 1; 0, 1, 1] : Matrix (Fin 2) (Fin 3) ℂ) ∧
      (!![1, 0; 0, 1; 1, 1] : Matrix (Fin 3) (Fin 2) ℂ) *
          (!![1, 0, 1; 0, 1, 1] : Matrix (Fin 2) (Fin 3) ℂ) =
        (!![1, 1; 0, 1; 1, 2] : Matrix (Fin 3) (Fin 2) ℂ) *
          (!![1, -1, 0; 0, 1, 1] : Matrix (Fin 2) (Fin 3) ℂ) := by
  refine ⟨⟨⟨!![1, 0, 0; 0, 1, 0], ?_⟩, ⟨!![1, 0; 0, 1; 0, 0], ?_⟩⟩, ?_⟩ <;>
    ext i j <;> fin_cases i <;> fin_cases j <;>
    norm_num [Matrix.mul_apply, Fin.sum_univ_succ]

end BondGaugeFreedom
```

The last theorem exhibits a case in which the assumptions are met, with bond dimension two:

$$\begin{pmatrix}1&0\\0&1\\1&1\end{pmatrix}\begin{pmatrix}1&0&1\\0&1&1\end{pmatrix} = \begin{pmatrix}1&0&1\\0&1&1\\1&1&2\end{pmatrix} = \begin{pmatrix}1&1\\0&1\\1&2\end{pmatrix}\begin{pmatrix}1&-1&0\\0&1&1\end{pmatrix}.$$

The squared entries of $M$ add up to 10, so the normalised state has amplitudes $M/\sqrt{10}$. The left inverse given in the proof picks out the first two rows, and $G = LA'$ can be read off at once:

$$G = \begin{pmatrix}1&1\\0&1\end{pmatrix}, \qquad G^{-1} = \begin{pmatrix}1&-1\\0&1\end{pmatrix}.$$

Lean proves the stated matrix equations entry by entry: `fin_cases` runs through the indices and `norm_num` does the arithmetic.

## Comparing tensors in a program

Suppose that two codes are meant to return full-rank factors of the same matrix $M$ with the same bond dimension. (If they fix the state only up to a global phase, the second check below becomes $GB' = e^{i\theta}B$ for some real $\theta$.) Comparing $A$ with $A'$ entry by entry would flag a harmless change of gauge as an error. A better test solves $AG = A'$ for $G$ by least squares, which for full-rank $A$ amounts to using $L = (A^\dagger A)^{-1}A^\dagger$; for isometric $A$ this is simply $G = A^\dagger A'$. One then checks that $AG = A'$ and $GB' = B$ within tolerance. When both hold exactly, $A'B' = AGB' = AB$, so the products agree.

The same freedom is used when the orthogonality centre of a matrix product state is moved. A QR decomposition $A = QS$, with $Q$ isometric and $S$ upper triangular, replaces the pair $(A, B)$ by $(Q, SB)$. For full-rank $A$ and a QR decomposition of reduced size, $S$ is invertible and the step is a gauge change with $G = S^{-1}$.

The theorems concern exact equality of the two products. Truncated factorisations of a state may have slightly different products, and a nearly rank-deficient $A$ makes the computed $G$ sensitive to rounding.

```lean
#print axioms BondGaugeFreedom.existsUnique_gauge
#print axioms BondGaugeFreedom.exists_unitary_gauge
#print axioms BondGaugeFreedom.bond_charpoly_eq
#print axioms BondGaugeFreedom.no_gauge_without_full_rank
```

```
'BondGaugeFreedom.existsUnique_gauge' depends on axioms: [propext, Classical.choice, Quot.sound]
'BondGaugeFreedom.exists_unitary_gauge' depends on axioms: [propext, Classical.choice, Quot.sound]
'BondGaugeFreedom.bond_charpoly_eq' depends on axioms: [propext, Classical.choice, Quot.sound]
'BondGaugeFreedom.no_gauge_without_full_rank' depends on axioms: [propext, Classical.choice, Quot.sound]
```
